# On a momentum group of odd order N, three exchanges leave N(N+1)(N+3)/8 classes of conserving quadruples

Counting independent vertex entries requires a decision about when two entries are the same. Here an entry is labelled by four momenta alone, and two labels are identified when a chain of exchanges connects them: swapping the incoming momenta, swapping the outgoing momenta, or trading the two pairs. Physically, the separate swaps are symmetries, up to a sign, of a vertex that has been symmetrised for bosons or antisymmetrised for fermions. A bare interaction matrix element in general allows only both swaps at once. The trade expresses, for example, the hermiticity of a static interaction. Related values may differ by a known sign or complex conjugation. Spin, band or orbital indices, frequency and point-group symmetry are absent.

## Four momenta and three exchanges

In Lean 4 with Mathlib:

```lean
import Mathlib

open Finset Filter Topology

namespace VertexSymmetryCount

/-- A momentum-conserving two-particle process: incoming momenta `k₁, k₂` and
outgoing momenta `k₃, k₄` with equal totals. -/
structure Scattering (G : Type*) [AddCommGroup G] where
  k₁ : G
  k₂ : G
  k₃ : G
  k₄ : G
  conserve : k₁ + k₂ = k₃ + k₄
```

`G` is the abelian group of momenta, such as a uniform periodic grid containing zero momentum, with addition modulo reciprocal lattice vectors. A term of `Scattering G` consists of $k_1,k_2,k_3,k_4$ together with a proof, `conserve`, that $k_1+k_2=k_3+k_4$.

```lean
variable {G : Type*} [AddCommGroup G]

/-- Exchange of the two incoming momenta. -/
def Scattering.swapIn (v : Scattering G) : Scattering G :=
  ⟨v.k₂, v.k₁, v.k₃, v.k₄, (add_comm _ _).trans v.conserve⟩
```

This is $(k_1,k_2;k_3,k_4)\mapsto(k_2,k_1;k_3,k_4)$. The last component proves that the new quadruple still conserves momentum.

```lean
/-- Exchange of the two outgoing momenta. -/
def Scattering.swapOut (v : Scattering G) : Scattering G :=
  ⟨v.k₁, v.k₂, v.k₄, v.k₃, v.conserve.trans (add_comm _ _)⟩
```

The outgoing momenta are swapped in the same way.

```lean
/-- Exchange of the incoming pair with the outgoing pair. -/
def Scattering.reverse (v : Scattering G) : Scattering G :=
  ⟨v.k₃, v.k₄, v.k₁, v.k₂, v.conserve.symm⟩
```

Here the pairs trade places, giving $(k_3,k_4;k_1,k_2)$.

```lean
/-- Two processes are related when one of the three exchanges turns the first into the second. -/
def Exchange (v w : Scattering G) : Prop :=
  w = v.swapIn ∨ w = v.swapOut ∨ w = v.reverse
```

`Exchange v w` says that one exchange turns `v` into `w`.

```lean
/-- The classes of conserving processes under repeated exchanges. -/
abbrev VertexClass (G : Type*) [AddCommGroup G] := Quot (Exchange (G := G))
```

`Quot` identifies everything linked by a chain of such steps. The classes are thus defined without reference to their number.

## Classes as pairs of pairs

```lean
/-- The unordered pair formed by the unordered incoming and outgoing momentum pairs. -/
def Scattering.pairing (v : Scattering G) : Sym2 (Sym2 G) :=
  s(s(v.k₁, v.k₂), s(v.k₃, v.k₄))
```

`Sym2` is the type of unordered pairs, repetition allowed. The pairing is $\{\{k_1,k_2\},\{k_3,k_4\}\}$.

```lean
/-- The total momentum of an unordered pair. -/
def total : Sym2 G → G := Sym2.lift ⟨fun a b => a + b, add_comm⟩
```

The total $a+b$ is well defined on $\{a,b\}$ because addition commutes.

```lean
/-- The unordered momentum pairs with total momentum `Q`. -/
def pairsWithTotal [Fintype G] [DecidableEq G] (Q : G) : Finset (Sym2 G) :=
  (univ : Finset G).sym2.filter (fun p => total p = Q)
```

This is the set of unordered pairs with total $Q$. Write $M_Q$ for its size.

```lean
lemma mem_pairsWithTotal [Fintype G] [DecidableEq G] (Q : G) (p : Sym2 G) :
    p ∈ pairsWithTotal Q ↔ total p = Q := by
  simp [pairsWithTotal]
```

Membership means just that the total is $Q$.

```lean
lemma pairing_eq_of_exchange (v w : Scattering G) (h : Exchange v w) :
    v.pairing = w.pairing := by
  rcases h with rfl | rfl | rfl <;>
    simp [Scattering.pairing, Scattering.swapIn, Scattering.swapOut, Scattering.reverse]
```

No exchange alters the pairing.

```lean
/-- Two processes lie in the same class exactly when their unordered pairs of unordered
momentum pairs coincide. -/
theorem class_eq_iff (v w : Scattering G) :
    (Quot.mk Exchange v = Quot.mk Exchange w) ↔ v.pairing = w.pairing := by
  constructor
  · intro h
    exact congrArg (Quot.lift Scattering.pairing pairing_eq_of_exchange) h
  · intro h
    have hI : ∀ u : Scattering G, Quot.mk Exchange u = Quot.mk Exchange u.swapIn :=
      fun u => Quot.sound (Or.inl rfl)
    have hO : ∀ u : Scattering G, Quot.mk Exchange u = Quot.mk Exchange u.swapOut :=
      fun u => Quot.sound (Or.inr (Or.inl rfl))
    have hR : ∀ u : Scattering G, Quot.mk Exchange u = Quot.mk Exchange u.reverse :=
      fun u => Quot.sound (Or.inr (Or.inr rfl))
    obtain ⟨a, b, c, d, hv⟩ := v
    obtain ⟨a', b', c', d', hw⟩ := w
    simp only [Scattering.pairing, Sym2.eq_iff] at h
    -- the eight ways in which the pairings can agree are the eight composite exchanges
    rcases h with ⟨⟨rfl, rfl⟩ | ⟨rfl, rfl⟩, ⟨rfl, rfl⟩ | ⟨rfl, rfl⟩⟩ |
      ⟨⟨rfl, rfl⟩ | ⟨rfl, rfl⟩, ⟨rfl, rfl⟩ | ⟨rfl, rfl⟩⟩
    · rfl
    · exact hO _
    · exact hI _
    · exact (hI _).trans (hO _)
    · exact hR _
    · exact (hR _).trans (hI _)
    · exact (hR _).trans (hO _)
    · exact ((hR _).trans (hI _)).trans (hO _)
```

The pairing therefore labels classes. Conversely, if two pairings agree, the incoming pair of one matches either the incoming or the outgoing pair of the other, and each pair matches in one of two orders. These $2\cdot2\cdot2=8$ cases are the eight bullets, each resolved by a composition of exchanges.

```lean
/-- On any finite abelian momentum group, the number of classes is the sum over total momenta `Q` of
the number of unordered pairs, repetition allowed, of unordered momentum pairs with total `Q`. -/
theorem card_classes_eq_sum [Fintype G] [DecidableEq G] :
    Nat.card (VertexClass G) = ∑ Q : G, ((pairsWithTotal Q).card + 1).choose 2 := by
  let S : Finset (Sym2 (Sym2 G)) := univ.biUnion (fun Q : G => (pairsWithTotal Q).sym2)
  have hmem : ∀ v : Scattering G, v.pairing ∈ S := fun v =>
    Finset.mem_biUnion.2 ⟨v.k₁ + v.k₂, Finset.mem_univ _, Finset.mk_mem_sym2_iff.2
      ⟨(mem_pairsWithTotal _ _).2 rfl, (mem_pairsWithTotal _ _).2 v.conserve.symm⟩⟩
  let f : VertexClass G → S := Quot.lift (fun v => ⟨v.pairing, hmem v⟩)
    (fun v w h => Subtype.ext (pairing_eq_of_exchange v w h))
  have hf : Function.Bijective f := by
    constructor
    · rintro ⟨v⟩ ⟨w⟩ h
      exact (class_eq_iff v w).2 (congrArg Subtype.val h)
    · rintro ⟨z, hz⟩
      induction z using Sym2.ind with | _ p q
      induction p using Sym2.ind with | _ a b
      induction q using Sym2.ind with | _ c d
      obtain ⟨Q, -, hQ⟩ := Finset.mem_biUnion.1 hz
      rw [Finset.mk_mem_sym2_iff, mem_pairsWithTotal, mem_pairsWithTotal] at hQ
      exact ⟨Quot.mk _ ⟨a, b, c, d, hQ.1.trans hQ.2.symm⟩, rfl⟩
  rw [Nat.card_congr (Equiv.ofBijective f hf), Nat.card_eq_fintype_card, Fintype.card_coe,
    Finset.card_biUnion]
  · exact Finset.sum_congr rfl (fun Q _ => Finset.card_sym2 _)
  · -- different total momenta give different classes
    intro x _ y _ hxy
    refine Finset.disjoint_left.2 ?_
    intro z hx hy
    induction z using Sym2.ind with | _ p q
    rw [Finset.mk_mem_sym2_iff, mem_pairsWithTotal, mem_pairsWithTotal] at hx hy
    exact hxy (hx.1.symm.trans hy.1)
```

For every finite abelian group, of even order too, the number of classes is
$$C=\sum_Q\binom{M_Q+1}{2}.$$
By conservation, a class is an unordered choice of two momentum pairs, possibly equal, with the same total $Q$, and $M_Q$ objects admit $\binom{M_Q+1}{2}$ such choices. The map `f` sends a class to its pairing. It is injective by `class_eq_iff` and surjective because any two pairs of equal total form a process. Different $Q$ give disjoint sets, so the counts add.

## Equal shares in odd order

```lean
lemma two_mul_choose (n : ℕ) : 2 * (n + 1).choose 2 = (n + 1) * n := by
  induction n with
  | zero => simp
  | succ n ih =>
    have h : (n + 1 + 1).choose 2 = (n + 1) + (n + 1).choose 2 :=
      (Nat.choose_succ_succ (n + 1) 1).trans (by simp)
    rw [h, mul_add, ih]
    ring
```

This is $2\binom{n+1}{2}=(n+1)n$, by induction.

```lean
/-- On a momentum group of odd order `N`, every total momentum is carried by exactly
`(N + 1) / 2` unordered pairs. -/
theorem two_mul_card_pairs [Fintype G] [DecidableEq G] (hodd : Odd (Fintype.card G)) (Q : G) :
    2 * (pairsWithTotal Q).card = Fintype.card G + 1 := by
  -- translating both momenta by half of `B - A` carries total `A` to total `B`
  have hle : ∀ A B : G, (pairsWithTotal A).card ≤ (pairsWithTotal B).card := by
    intro A B
    obtain ⟨m, hm⟩ := hodd
    obtain ⟨h, hh⟩ : ∃ h : G, h + h = B - A := by
      refine ⟨(m + 1) • (B - A), ?_⟩
      rw [← add_nsmul, show m + 1 + (m + 1) = Fintype.card G + 1 by omega, add_nsmul,
        card_nsmul_eq_zero, one_nsmul, zero_add]
    rw [← Finset.card_image_of_injective (pairsWithTotal A)
      (Sym2.map.injective (add_left_injective h))]
    refine Finset.card_le_card ?_
    intro z hz
    obtain ⟨p, hp, rfl⟩ := Finset.mem_image.1 hz
    rw [mem_pairsWithTotal] at hp ⊢
    induction p using Sym2.ind with | _ a b
    change a + b = A at hp
    change (a + h) + (b + h) = B
    rw [add_add_add_comm, hp, hh]
    abel
  have hsum : (univ : Finset G).sym2.card = ∑ R : G, (pairsWithTotal R).card :=
    Finset.card_eq_sum_card_fiberwise (f := total) (fun _ _ => by simp)
  rw [Finset.sum_congr rfl (fun R _ => le_antisymm (hle R Q) (hle Q R)), Finset.sum_const,
    smul_eq_mul, Finset.card_sym2, Finset.card_univ] at hsum
  have h2 := two_mul_choose (Fintype.card G)
  rw [hsum] at h2
  refine Nat.eq_of_mul_eq_mul_left (Fintype.card_pos (α := G)) ?_
  linarith
```

Let $N=2m+1$ be the order of `G`. For totals $A,B$ put $h=(m+1)(B-A)$. Since $N(B-A)=0$,
$$2h=(N+1)(B-A)=B-A.$$
The translation $\{a,b\}\mapsto\{a+h,b+h\}$ is injective and carries total $A$ to total $B$, so $M_A\le M_B$. Reversing the roles gives equality. All $N(N+1)/2$ unordered pairs are shared equally among $N$ totals, hence $2M_Q=N+1$. In $\mathbb Z_2$ the shares are unequal: $M_0=2$ and $M_1=1$.

```lean
/-- On a finite abelian momentum group of odd order `N`, the conserving processes form exactly
`N (N + 1) (N + 3) / 8` classes under the three exchanges. -/
theorem card_vertexClass [Fintype G] (hodd : Odd (Fintype.card G)) :
    8 * Nat.card (VertexClass G) =
      Fintype.card G * (Fintype.card G + 1) * (Fintype.card G + 3) := by
  classical
  have hterm : ∀ Q : G, 8 * ((pairsWithTotal Q).card + 1).choose 2 =
      (Fintype.card G + 1) * (Fintype.card G + 3) := by
    intro Q
    have h1 := two_mul_choose (pairsWithTotal Q).card
    have h2 := two_mul_card_pairs hodd Q
    calc 8 * ((pairsWithTotal Q).card + 1).choose 2
        = 4 * (2 * ((pairsWithTotal Q).card + 1).choose 2) := by ring
      _ = (2 * (pairsWithTotal Q).card) * (2 * (pairsWithTotal Q).card + 2) := by
          rw [h1]; ring
      _ = (Fintype.card G + 1) * (Fintype.card G + 3) := by rw [h2]
  rw [card_classes_eq_sum, Finset.mul_sum, Finset.sum_congr rfl (fun Q _ => hterm Q),
    Finset.sum_const, smul_eq_mul, Finset.card_univ, mul_assoc]
```

Each term of the sum now satisfies
$$8\binom{M_Q+1}{2}=2M_Q(2M_Q+2)=(N+1)(N+3),$$
and summing over $N$ totals gives $8C=N(N+1)(N+3)$. The factor 8 stays on the left to avoid division of natural numbers.

## Storage and its cubic growth

```lean
/-- Momentum conservation leaves `N ^ 3` processes on a finite abelian group of order `N`. -/
theorem card_scattering [Fintype G] : Nat.card (Scattering G) = Fintype.card G ^ 3 := by
  let e : Scattering G ≃ G × G × G :=
    { toFun := fun v => (v.k₁, v.k₂, v.k₃)
      invFun := fun k => ⟨k.1, k.2.1, k.2.2, k.1 + k.2.1 - k.2.2, by abel⟩
      left_inv := by
        rintro ⟨a, b, c, d, h⟩
        have hd : a + b - c = d := by rw [h]; abel
        subst hd
        rfl
      right_inv := fun _ => rfl }
  rw [Nat.card_congr e, Nat.card_eq_fintype_card, Fintype.card_prod, Fintype.card_prod]
  ring
```

Three momenta are free and $k_4=k_1+k_2-k_3$, so there are $N^3$ processes.

```lean
/-- On a finite abelian momentum group of odd order, the number of conserving processes is strictly
less than eight times the number of their classes under the exchanges. -/
theorem reduction_lt_eight [Fintype G] (hodd : Odd (Fintype.card G)) :
    Nat.card (Scattering G) < 8 * Nat.card (VertexClass G) := by
  rw [card_vertexClass hodd, card_scattering]
  have hpos : 0 < Fintype.card G := hodd.pos
  have h : Fintype.card G * (Fintype.card G + 1) * (Fintype.card G + 3) =
      Fintype.card G ^ 3 + 4 * Fintype.card G ^ 2 + 3 * Fintype.card G := by ring
  omega
```

Expanding, $8C=N^3+4N^2+3N>N^3$: the saving is below a factor 8. This assumes one stored number per class, including classes with $k_1=k_2$ or $k_3=k_4$, where fermionic antisymmetry would force a zero.

```lean
/-- On periodic chains with `2 n + 1` momenta, the number of exchange classes divided by the number
of conserving processes tends to `1 / 8` as `n` grows. -/
theorem stored_fraction_tendsto :
    Tendsto (fun n : ℕ => (Nat.card (VertexClass (ZMod (2 * n + 1))) : ℝ) /
      (Nat.card (Scattering (ZMod (2 * n + 1))) : ℝ)) atTop (𝓝 (1 / 8)) := by
  have hg : Tendsto (fun n : ℕ => 2 * n) atTop atTop :=
    tendsto_atTop_mono (fun n => (by omega : n ≤ 2 * n)) tendsto_id
  have hx : Tendsto (fun n : ℕ => 1 / (((2 * n : ℕ) : ℝ) + 1)) atTop (𝓝 0) :=
    Tendsto.comp (g := fun n : ℕ => 1 / ((n : ℝ) + 1))
      tendsto_one_div_add_atTop_nhds_zero_nat hg
  -- the fraction is (1 + 1/N) (1 + 3/N) / 8
  have h := ((hx.const_add 1).mul ((hx.const_mul 3).const_add 1)).div_const 8
  rw [show ((1 : ℝ) + 0) * (1 + 3 * 0) / 8 = 1 / 8 by norm_num] at h
  refine h.congr (fun n => ?_)
  have hm := card_vertexClass (G := ZMod (2 * n + 1)) (by rw [ZMod.card]; exact ⟨n, rfl⟩)
  rw [ZMod.card] at hm
  have hC : (8 : ℝ) * (Nat.card (VertexClass (ZMod (2 * n + 1))) : ℝ) =
      (2 * n + 1) * (2 * n + 1 + 1) * (2 * n + 1 + 3) := by exact_mod_cast hm
  have hN : (2 * (n : ℝ) + 1) ≠ 0 := by positivity
  rw [card_scattering, ZMod.card, eq_div_iff (by positivity)]
  push_cast
  have hC' : (Nat.card (VertexClass (ZMod (2 * n + 1))) : ℝ) =
      (2 * n + 1) * (2 * n + 1 + 1) * (2 * n + 1 + 3) / 8 := by linarith
  rw [hC']
  field_simp

end VertexSymmetryCount
```

On the rings $\mathbb Z_N$ with $N=2n+1$,
$$\frac{C}{N^3}=\frac18\Bigl(1+\frac1N\Bigr)\Bigl(1+\frac3N\Bigr)\to\frac18,$$
so storage remains cubic in $N$. The proof takes the limit of the right-hand side and identifies it with the fraction through the exact count.

For an antisymmetrised static interaction between spinless fermions in a single band on a $5\times5$ periodic momentum grid, $N=25$: the 15625 conserving entries fall into 2275 classes, a saving of about 6.9 if the entries that vanish by antisymmetry are stored too. Leaving those out, 1950 classes remain. To read an entry, a program can sort each momentum pair, order the two pairs, fetch the stored value, and restore a sign for each swap made and a complex conjugation if the pairs were traded.

```lean
#print axioms VertexSymmetryCount.card_vertexClass
#print axioms VertexSymmetryCount.reduction_lt_eight
#print axioms VertexSymmetryCount.stored_fraction_tendsto
```

```
'VertexSymmetryCount.card_vertexClass' depends on axioms: [propext, Classical.choice, Quot.sound]
'VertexSymmetryCount.reduction_lt_eight' depends on axioms: [propext, Classical.choice, Quot.sound]
'VertexSymmetryCount.stored_fraction_tendsto' depends on axioms: [propext, Classical.choice, Quot.sound]
```
